# Bloch's Debye–Waller identity for one harmonic oscillator

An atom vibrates harmonically with angular frequency $\omega$ at temperature $T$. Its displacement is $u=u_0(a+a^\dagger)$, where $a$ and $a^\dagger$ lower and raise the level $n=0,1,2,\dots$ and $u_0$ is the zero-point length. Level $n$ has thermal weight $(1-z)z^n$ with $z=e^{-\hbar\omega/k_BT}$, and the mean occupation is $\bar n=z/(1-z)$. In a large crystal of identical atoms vibrating independently in this way, a Bragg reflection with wavevector transfer $Q$ along $u$ has its amplitude multiplied by $\langle e^{iQu}\rangle$. The aim is to show that

$$\langle e^{iQu}\rangle=e^{-Q^2\langle u^2\rangle/2}.$$

In that model this is the Debye–Waller factor, which connects a computed mean-square displacement with the amplitude of a Bragg reflection; the intensity of the reflection carries its square.

Write $\kappa=Qu_0$, so that $Qu=\kappa(a+a^\dagger)$. The Laguerre polynomials are $L_n(y)=\sum_{k=0}^n\binom nk(-y)^k/k!$.

```lean
import Mathlib

open Complex Finset

namespace BlochDebyeWaller

noncomputable section

/-- The Laguerre polynomial `L_n(y) = ∑ₖ C(n,k) (-y)^k / k!`. -/
def laguerre (n : ℕ) (y : ℝ) : ℝ :=
  ∑ k ∈ range (n + 1), (n.choose k : ℝ) * (-y) ^ k / (k.factorial : ℝ)
```

## Harmonic motion: the ladder rule

The ladder operators obey $[a,a^\dagger]=1$, and because the oscillator is harmonic the states $(a^\dagger)^n|0\rangle$ are its equally spaced energy levels, up to normalisation. A state is written as $\sum_m c_m(a^\dagger)^m|0\rangle$, in unnormalised vectors. Since $a(a^\dagger)^m|0\rangle=m(a^\dagger)^{m-1}|0\rangle$, the $m$-th coefficient of $(a+a^\dagger)\psi$ is $c_{m-1}+(m+1)c_{m+1}$, with the first term absent at $m=0$. The function `disp` has this rule as its definition.

```lean
/-- The dimensionless displacement `a + a†`, acting on the coefficients `c m` of a state
`∑ₘ c m (a†)^m |0⟩`. -/
def disp (c : ℕ → ℂ) : ℕ → ℂ
  | 0 => c 1
  | m + 1 => c m + ((m : ℂ) + 2) * c (m + 2)
```

`Pi.single n 1` is the basis vector of level $n$. The $n$-th coefficient of an operator's action on it is the normalised diagonal element $\langle n|\cdot|n\rangle$. Despite its name, `expMean` is such an element for one level, not a thermal average.

```lean
/-- The level-`n` diagonal element of `exp(iκ(a + a†))`, as its exponential series. -/
def expMean (κ : ℝ) (n : ℕ) : ℂ :=
  ∑' j : ℕ, (I * κ) ^ j / (j.factorial : ℂ) * disp^[j] (Pi.single n 1) n
```

To sum this exponential series, take the state

$$\psi_n(\kappa)=e^{-\kappa^2/2}(a^\dagger+i\kappa)^n e^{i\kappa a^\dagger}|0\rangle .$$

On functions of $a^\dagger$ applied to $|0\rangle$, $a$ acts as a derivative, so

$$a\psi_n=n\,e^{-\kappa^2/2}(a^\dagger+i\kappa)^{n-1}e^{i\kappa a^\dagger}|0\rangle+i\kappa\psi_n ,$$

where the first term is zero for $n=0$. Differentiating $\psi_n$ in $\kappa$ gives $i$ times that first term, plus $-\kappa\psi_n+ia^\dagger\psi_n$. This is $i(a+a^\dagger)\psi_n$, and $\psi_n(0)=(a^\dagger)^n|0\rangle$.

`kicked κ n m` is the $m$-th coefficient of $\psi_n$; between normalised states the amplitude is $\sqrt{m!/n!}$ times it. The recursion in $n$ multiplies by $a^\dagger+i\kappa$.

```lean
/-- Coefficients of the state `exp(-κ²/2) (a† + iκ)^n exp(iκa†) |0⟩`. -/
def kicked (κ : ℂ) : ℕ → ℕ → ℂ
  | 0, m => exp (-κ ^ 2 / 2) * (I * κ) ^ m / (m.factorial : ℂ)
  | n + 1, 0 => I * κ * kicked κ n 0
  | n + 1, m + 1 => I * κ * kicked κ n (m + 1) + kicked κ n m
```

The differential equation is proved by induction on $n$. The base case differentiates $e^{-\kappa^2/2}(i\kappa)^m/m!$, and the inductive step applies the product rule to the recursion.

```lean
/-- The kicked state obeys `dψ/dκ = i (a + a†) ψ`, coefficient by coefficient. -/
theorem hasDerivAt_kicked (n m : ℕ) (κ : ℂ) :
    HasDerivAt (fun x => kicked x n m) (I * disp (kicked κ n) m) κ := by
  have hx := (hasDerivAt_id' κ).const_mul I
  induction n generalizing m with
  | zero =>
    have hE : HasDerivAt (fun x : ℂ => exp (-x ^ 2 / 2))
        (I * (I * κ) * exp (-κ ^ 2 / 2)) κ := by
      refine ((((hasDerivAt_id' κ).fun_pow 2).fun_neg.div_const 2).cexp).congr_deriv ?_
      rw [show (2 : ℕ) - 1 = 1 from rfl]
      push_cast
      linear_combination (-κ * exp (-κ ^ 2 / 2)) * I_sq
    simp only [kicked]
    refine ((hE.fun_mul (hx.fun_pow m)).div_const _).congr_deriv ?_
    cases m with
    | zero =>
      simp only [disp, Nat.factorial_zero, Nat.factorial_one, Nat.cast_zero, Nat.cast_one]
      ring
    | succ m =>
      have hf : (m.factorial : ℂ) ≠ 0 := by exact_mod_cast m.factorial_ne_zero
      have h1 : (m : ℂ) + 1 ≠ 0 := by exact_mod_cast m.succ_ne_zero
      have h2 : (m : ℂ) + 2 ≠ 0 := by exact_mod_cast (m + 1).succ_ne_zero
      have e1 : ((m + 1).factorial : ℂ) = (m + 1) * m.factorial := by
        rw [Nat.factorial_succ]; push_cast; rfl
      have e2 : ((m + 2).factorial : ℂ) = (m + 2) * ((m + 1) * m.factorial) := by
        rw [Nat.factorial_succ, Nat.cast_mul, e1]; push_cast; ring
      simp only [disp, e1, e2, Nat.add_sub_cancel]
      push_cast
      field_simp
      ring
  | succ n ih =>
    rcases m with _ | _ | m <;> simp only [kicked]
    · exact (hx.fun_mul (ih 0)).congr_deriv (by simp only [disp, kicked]; ring)
    · exact ((hx.fun_mul (ih (0 + 1))).fun_add (ih 0)).congr_deriv
        (by simp only [disp, kicked]; push_cast; ring)
    · exact ((hx.fun_mul (ih (m + 1 + 1))).fun_add (ih (m + 1))).congr_deriv
        (by simp only [disp, kicked]; push_cast; ring)

/-- At `κ = 0` the kicked state is the basis state of level `n`. -/
theorem kicked_zero (n : ℕ) : kicked 0 n = Pi.single n 1 := by
  induction n with
  | zero => funext m; cases m <;> simp [kicked]
  | succ n ih => funext m; cases m <;> simp [kicked, ih, Pi.single_apply]
```

Without the full ladder the identity can fail. If only levels 0 and 1 are kept, $a+a^\dagger$ becomes the Pauli matrix $\sigma_x$. Then $\langle e^{i\kappa\sigma_x}\rangle=\cos\kappa$, which vanishes at $\kappa=\pi/2$, whereas $e^{-\kappa^2\langle\sigma_x^2\rangle/2}=e^{-\kappa^2/2}$ does not.

## Real momentum transfer

A physical $Q$ is real, and so is `κ` in the theorems about level elements. The binomial theorem gives the coefficient of $(a^\dagger)^n|0\rangle$ in $\psi_n$:

$$e^{-\kappa^2/2}\sum_{k=0}^n\binom nk(i\kappa)^k\frac{(i\kappa)^k}{k!}=e^{-\kappa^2/2}L_n(\kappa^2).$$

In Lean, the inner statement `h` is the binomial expansion, proved by induction with Pascal's rule; `sum_flip` then reverses the summation index. Real `κ` makes the argument of `laguerre` real.

```lean
/-- For real `κ` the level-`n` coefficient of the kicked state is `exp(-κ²/2) L_n(κ²)`. -/
theorem kicked_diag (κ : ℝ) (n : ℕ) :
    kicked κ n n = ((Real.exp (-κ ^ 2 / 2) * laguerre n (κ ^ 2) : ℝ) : ℂ) := by
  -- binomial expansion of `(a† + iκ)^n`
  have h : ∀ n m : ℕ, kicked κ n m = ∑ i ∈ range (m + 1),
      (n.choose i : ℂ) * (I * κ) ^ (n - i) * kicked κ 0 (m - i) := by
    intro n
    induction n with
    | zero => intro m; rw [sum_range_succ']; simp
    | succ n ih =>
      intro m
      cases m with
      | zero =>
        rw [kicked, ih]
        simp only [zero_add, sum_range_one, Nat.choose_zero_right, Nat.sub_zero, Nat.cast_one]
        ring
      | succ m =>
        have hs : ∑ i ∈ range (m + 1), ((n + 1).choose (i + 1) : ℂ) *
            (I * κ) ^ (n + 1 - (i + 1)) * kicked κ 0 (m + 1 - (i + 1))
            = I * κ * ∑ i ∈ range (m + 1), (n.choose (i + 1) : ℂ) *
              (I * κ) ^ (n - (i + 1)) * kicked κ 0 (m + 1 - (i + 1))
            + ∑ i ∈ range (m + 1), (n.choose i : ℂ) * (I * κ) ^ (n - i) * kicked κ 0 (m - i) := by
          rw [mul_sum, ← sum_add_distrib]
          refine sum_congr rfl fun i _ => ?_
          rw [Nat.choose_succ_succ', Nat.add_sub_add_right, Nat.add_sub_add_right]
          rcases lt_or_ge i n with hi | hi
          · rw [show n - i = n - (i + 1) + 1 by omega]; push_cast; ring
          · rw [Nat.choose_eq_zero_of_lt (show n < i + 1 by omega)]; push_cast; ring
        rw [kicked, ih, ih, sum_range_succ' _ (m + 1), sum_range_succ' _ (m + 1), hs]
        simp only [Nat.choose_zero_right, Nat.sub_zero, Nat.cast_one]
        ring
  rw [h, ← sum_flip, laguerre]
  push_cast
  rw [mul_sum]
  refine sum_congr rfl fun k hk => ?_
  have hk' : k ≤ n := Nat.lt_succ_iff.1 (mem_range.1 hk)
  have hs : (-(κ : ℂ) ^ 2) ^ k = (I * κ) ^ k * (I * κ) ^ k := by
    rw [← mul_pow]; congr 1; linear_combination -(κ : ℂ) ^ 2 * I_sq
  rw [Nat.choose_symm hk', Nat.sub_sub_self hk', hs, kicked]
  ring
```

Each differentiation of $\psi_n$ brings down another factor $i(a+a^\dagger)$. The $j$-th derivative of its $n$-th coefficient at $\kappa=0$ is therefore $i^j\langle n|(a+a^\dagger)^j|n\rangle$. That coefficient is an entire function of $\kappa$, so its Taylor series converges to it, and this Taylor series is the exponential series. In the proof, `step` and `iter` compute the derivatives, and `Complex.hasSum_taylorSeries_of_entire` supplies the convergence.

```lean
/-- The exponential series for the level-`n` diagonal element of `exp(iκ(a + a†))` converges
to `exp(-κ²/2) L_n(κ²)`. -/
theorem hasSum_level (κ : ℝ) (n : ℕ) :
    HasSum (fun j : ℕ => (I * κ) ^ j / (j.factorial : ℂ) * disp^[j] (Pi.single n 1) n)
      ((Real.exp (-κ ^ 2 / 2) * laguerre n (κ ^ 2) : ℝ) : ℂ) := by
  have hd : ∀ (c : ℂ → ℕ → ℂ) (d : ℕ → ℂ) (x : ℂ),
      (∀ m, HasDerivAt (fun t => c t m) (I * d m) x) →
      ∀ m, HasDerivAt (fun t => disp (c t) m) (I * disp d m) x := by
    intro c d x h m
    cases m with
    | zero => exact h 1
    | succ m =>
      simp only [disp]
      exact ((h m).fun_add ((h (m + 2)).const_mul _)).congr_deriv (by ring)
  have step : ∀ (j m : ℕ) (x : ℂ), HasDerivAt (fun t => disp^[j] (kicked t n) m)
      (I * disp^[j + 1] (kicked x n) m) x := by
    intro j
    induction j with
    | zero => exact fun m x => hasDerivAt_kicked n m x
    | succ j ih =>
      intro m x
      simp only [Function.iterate_succ_apply'] at ih ⊢
      exact hd _ _ x (fun m => ih m x) m
  have iter : ∀ (j : ℕ) (x : ℂ), iteratedDeriv j (fun t => kicked t n n) x
      = I ^ j * disp^[j] (kicked x n) n := by
    intro j
    induction j with
    | zero => intro x; simp
    | succ j ih =>
      intro x
      rw [iteratedDeriv_succ, funext ih, ((step j n x).const_mul (I ^ j)).deriv]
      ring
  -- an entire function of `κ` is the sum of its Taylor series
  have h := Complex.hasSum_taylorSeries_of_entire (f := fun t => kicked t n n)
    (fun x => (hasDerivAt_kicked n n x).differentiableAt) 0 (κ : ℂ)
  rw [← kicked_diag]
  have hj : ∀ j : ℕ, (I * (κ : ℂ)) ^ j / (j.factorial : ℂ) * disp^[j] (Pi.single n 1) n
      = (j.factorial : ℂ)⁻¹ • ((κ : ℂ) - 0) ^ j • iteratedDeriv j (fun t => kicked t n n) 0 := by
    intro j
    rw [iter, kicked_zero]
    simp only [smul_eq_mul, sub_zero, mul_pow]
    ring
  rw [funext hj]
  exact h
```

One step to the real oscillator remains: identifying this coefficient series with the diagonal element of the unitary operator $e^{iQu}$ on Hilbert space, where $u$ is unbounded.

The argument also works for imaginary $\kappa=-i\theta$ with $\theta$ real, and gives the neighbouring formula $\langle e^{\theta(a+a^\dagger)}\rangle=e^{\theta^2(\bar n+1/2)}$. Its Laguerre sum is `thermal_laguerre` below at $y=-\theta^2$; its level elements are derived here only informally.

## A Boltzmann ratio with $0\le z<1$

The bound $z<1$ means a finite temperature and a positive level spacing, and $z=0$ is the zero-temperature limit. By hand, the bound is used in exchanging two sums:

$$\sum_n z^nL_n(y)=\sum_k\frac{(-y)^k}{k!}\sum_{n\ge k}\binom nk z^n
=\sum_k\frac{(-y)^k}{k!}\frac{z^k}{(1-z)^{k+1}}
=\frac{e^{-yz/(1-z)}}{1-z}.$$

The exchange is allowed because the same calculation with $|y|$ and $|z|$, and all signs positive, gives a finite total. In the proof, `row` sums over $n$, `total` sums over $k$, `hS` is the absolute convergence, and `col` recovers the finite sum defining $L_n$.

```lean
/-- The Laguerre generating function: `∑ₙ z^n L_n(y) = exp(-yz/(1-z)) / (1-z)` for `|z| < 1`. -/
theorem laguerre_generating {z : ℝ} (y : ℝ) (hz : |z| < 1) :
    HasSum (fun n => z ^ n * laguerre n y) ((1 - z)⁻¹ * Real.exp (z * -y / (1 - z))) := by
  obtain ⟨F, hF⟩ : ∃ F : ℝ → ℝ → ℕ × ℕ → ℝ, ∀ a b p, F a b p =
      (p.2.choose p.1 : ℝ) * b ^ p.2 * (a ^ p.1 / (p.1.factorial : ℝ)) :=
    ⟨_, fun _ _ _ => rfl⟩
  have row : ∀ a b : ℝ, |b| < 1 → ∀ k : ℕ, HasSum (fun j => F a b (k, j))
      ((1 - b)⁻¹ * ((b * a / (1 - b)) ^ k / (k.factorial : ℝ))) := by
    intro a b hb k
    have hb' : 1 - b ≠ 0 := by linarith [(abs_lt.1 hb).2]
    have e : (1 - b)⁻¹ * ((b * a / (1 - b)) ^ k / (k.factorial : ℝ))
        = 1 / (1 - b) ^ (k + 1) * ((b * a) ^ k / (k.factorial : ℝ)) := by
      rw [div_pow, pow_succ]
      field_simp
    have hf : ∀ j : ℕ, F a b (k, j + k)
        = ((j + k).choose k : ℝ) * b ^ j * ((b * a) ^ k / (k.factorial : ℝ)) := by
      intro j
      simp only [hF]
      rw [pow_add, mul_pow]
      ring
    have h : HasSum (fun j => F a b (k, j + k))
        ((1 - b)⁻¹ * ((b * a / (1 - b)) ^ k / (k.factorial : ℝ))) := by
      rw [funext hf, e]
      exact (hasSum_choose_mul_geometric_of_norm_lt_one k (r := b)
        (by rwa [Real.norm_eq_abs])).mul_right ((b * a) ^ k / (k.factorial : ℝ))
    -- the terms with `n < k` vanish
    have h0 : ∑ i ∈ range k, F a b (k, i) = 0 := sum_eq_zero fun i hi => by
      simp [hF, Nat.choose_eq_zero_of_lt (mem_range.1 hi)]
    have h' := (hasSum_nat_add_iff (f := fun n => F a b (k, n)) k).1 h
    simpa only [h0, add_zero] using h'
  have total : ∀ a b : ℝ, HasSum (fun k : ℕ => (1 - b)⁻¹ *
      ((b * a / (1 - b)) ^ k / (k.factorial : ℝ))) ((1 - b)⁻¹ * Real.exp (b * a / (1 - b))) := by
    intro a b
    rw [Real.exp_eq_exp_ℝ]
    exact (NormedSpace.expSeries_div_hasSum_exp (b * a / (1 - b))).mul_left _
  -- absolute convergence of the double series
  have hS : Summable (F (-y) z) := by
    apply Summable.of_norm
    have e : (fun p => ‖F (-y) z p‖) = F |y| |z| := by
      funext p; simp [hF]
    have hr := row |y| |z| (by rwa [abs_abs])
    rw [e]
    exact (summable_prod_of_nonneg (fun p => by rw [hF]; positivity)).2
      ⟨fun k => (hr k).summable, (summable_congr fun k => (hr k).tsum_eq).2 (total _ _).summable⟩
  have hp := hS.hasSum
  rw [(hp.prod_fiberwise (row (-y) z hz)).unique (total (-y) z)] at hp
  -- for a fixed level `n` the sum over `k` is finite
  have col : ∀ n : ℕ, HasSum (fun k => F (-y) z (k, n)) (z ^ n * laguerre n y) := by
    intro n
    have hn : z ^ n * laguerre n y = ∑ k ∈ range (n + 1), F (-y) z (k, n) := by
      rw [laguerre, mul_sum]
      refine sum_congr rfl fun k _ => ?_
      simp only [hF]
      ring
    rw [hn]
    refine hasSum_sum_of_ne_finset_zero fun k hk => ?_
    have hk' : n < k := by
      have := mt mem_range.2 hk
      omega
    simp [hF, Nat.choose_eq_zero_of_lt hk']
  exact ((Equiv.prodComm ℕ ℕ).hasSum_iff.2 hp).prod_fiberwise col
```

Multiplying by $(1-z)e^{-y/2}$ leaves $e^{-y(\bar n+1/2)}$, for every real $y$.

```lean
/-- For `0 ≤ z < 1` the thermal sum of `exp(-y/2) L_n(y)` converges to `exp(-y(n̄ + 1/2))`,
with `n̄ = z/(1-z)`. -/
theorem thermal_laguerre {z : ℝ} (y : ℝ) (h0 : 0 ≤ z) (h1 : z < 1) :
    HasSum (fun n => (1 - z) * z ^ n * (Real.exp (-y / 2) * laguerre n y))
      (Real.exp (-y * (z / (1 - z) + 1 / 2))) := by
  have hz : 1 - z ≠ 0 := by linarith
  convert (laguerre_generating y (by rwa [abs_of_nonneg h0])).mul_left
    ((1 - z) * Real.exp (-y / 2)) using 1
  · rfl
  · funext n; ring
  · rw [show -y * (z / (1 - z) + 1 / 2) = -y / 2 + z * -y / (1 - z) by ring, Real.exp_add,
      mul_mul_mul_comm, mul_inv_cancel₀ hz, one_mul]
```

Both bounds matter at $\kappa=0$, where every level element is 1. For $z=2$ the terms are $-2^n$ and the series diverges, so $0\le z$ alone is not enough. For $z=-1$ the terms $2(-1)^n$ do not tend to zero, so $z<1$ alone is not enough either. For $-1<z<0$ `laguerre_generating` still applies, but some of the weights are negative and are not probabilities.

## From the Laguerre sum to the mean-square displacement

Only $aa^\dagger+a^\dagger a$ contributes to the diagonal of $(a+a^\dagger)^2$, which is therefore $2n+1$. With $\sum_n nz^n=z/(1-z)^2$ and $\sum_n z^n=1/(1-z)$,

$$\langle(a+a^\dagger)^2\rangle=(1-z)\left[\frac{2z}{(1-z)^2}+\frac1{1-z}\right]=2\bar n+1 .$$

The proof finds the diagonal elements in `hl`, sums the series over the reals, and carries the result to the complex numbers.

```lean
/-- For `0 ≤ z < 1` the thermal sum of the diagonal elements of `(a + a†)²` converges to
`2n̄ + 1`, with `n̄ = z/(1-z)`. -/
theorem thermal_square {z : ℝ} (h0 : 0 ≤ z) (h1 : z < 1) :
    HasSum (fun n : ℕ => (1 - (z : ℂ)) * (z : ℂ) ^ n * disp (disp (Pi.single n 1)) n)
      (2 * ((z : ℂ) / (1 - z)) + 1) := by
  have hl : ∀ n : ℕ, disp (disp (Pi.single n 1)) n = 2 * (n : ℂ) + 1 := by
    intro n
    have hk : ∀ k : ℕ, k ≠ k + 2 := fun k => by omega
    rcases n with _ | _ | n <;> simp [disp, hk] <;> ring
  have hn : ‖z‖ < 1 := by rwa [Real.norm_eq_abs, abs_of_nonneg h0]
  have hw : (1 - z) * (1 - z)⁻¹ = 1 := mul_inv_cancel₀ (sub_pos.2 h1).ne'
  -- the geometric sums over the reals
  have hr : HasSum (fun n : ℕ => (1 - z) * z ^ n * (2 * (n : ℝ) + 1))
      (2 * (z / (1 - z)) + 1) := by
    have h := (((hasSum_coe_mul_geometric_of_norm_lt_one hn).mul_left 2).add
      (hasSum_geometric_of_norm_lt_one hn)).mul_left (1 - z)
    have e : (1 - z) * (2 * (z / (1 - z) ^ 2) + (1 - z)⁻¹) = 2 * (z / (1 - z)) + 1 := by
      simp only [div_eq_mul_inv, ← inv_pow]
      linear_combination (2 * z * (1 - z)⁻¹ + 1) * hw
    have hf : ∀ n : ℕ, (1 - z) * z ^ n * (2 * (n : ℝ) + 1)
        = (1 - z) * (2 * ((n : ℝ) * z ^ n) + z ^ n) := fun n => by ring
    rw [funext hf, ← e]
    exact h
  convert Complex.ofRealCLM.hasSum hr using 1
  · funext n
    rw [hl, ofRealCLM_apply]
    push_cast
    ring
  · rw [ofRealCLM_apply]
    push_cast
    ring
```

Setting $y=\kappa^2$ in the Laguerre sum gives

$$\langle e^{iQu}\rangle=e^{-\kappa^2(\bar n+1/2)}=e^{-\kappa^2(2\bar n+1)/2}=e^{-Q^2\langle u^2\rangle/2}.$$

In words, `bloch_identity` says that for real `κ` and $0\le z<1$ the series of thermal weights times `expMean κ n` converges to the exponential of $-\kappa^2/2$ times the thermal mean of $(a+a^\dagger)^2$. `HasSum` states convergence to the given value. The symbol `∑'` would return 0 for a divergent series, but `hasSum_level` and `thermal_square` show that both sums written with it converge. The proof substitutes these two results into `thermal_laguerre`.

```lean
/-- Bloch's identity for one oscillator, with `κ(a + a†)` for `Qu` and `0 ≤ z < 1`: the thermal
average of `exp(iQu)` converges to `exp(-⟨(Qu)²⟩/2)`. -/
theorem bloch_identity {z : ℝ} (κ : ℝ) (h0 : 0 ≤ z) (h1 : z < 1) :
    HasSum (fun n : ℕ => (1 - (z : ℂ)) * (z : ℂ) ^ n * expMean κ n)
      (exp (-(κ : ℂ) ^ 2 *
        (∑' n : ℕ, (1 - (z : ℂ)) * (z : ℂ) ^ n * disp (disp (Pi.single n 1)) n) / 2)) := by
  rw [(thermal_square h0 h1).tsum_eq]
  convert Complex.ofRealCLM.hasSum (thermal_laguerre (κ ^ 2) h0 h1) using 1
  · funext n
    rw [expMean, (hasSum_level κ n).tsum_eq]
    simp only [ofRealCLM_apply, ofReal_mul, ofReal_sub, ofReal_one, ofReal_pow]
  · rw [ofRealCLM_apply, ofReal_exp]
    congr 1
    push_cast
    ring

end

end BlochDebyeWaller
```

The theorem concerns a single mode. In a harmonic crystal an atom's displacement is a sum over independent modes, and the thermal averages still have to be multiplied mode by mode.

```lean
#print axioms BlochDebyeWaller.bloch_identity
-- 'BlochDebyeWaller.bloch_identity' depends on axioms: [propext, Classical.choice, Quot.sound]
```
